# With a linear occupation map, the Dudarev energy is exactly quadratic in the one-centre matrix, and its slope is the Dudarev part of D_ij

## Updating the projector strengths in a DFT+U cycle

One way to include a Hubbard correction in a PAW calculation is to build, in each self-consistency step, the one-centre matrix ρ from the projections of the occupied orbitals, contract it to an occupation matrix, and add a Hubbard term to the strengths D_ij of the nonlocal operator

Σ_ij |p̃_i⟩ D_ij ⟨p̃_j|.

Here the p̃_i are the projectors, and ρ_ij = Σ_n f_n ⟨ψ̃_n|p̃_i⟩⟨p̃_j|ψ̃_n⟩ for pseudo-orbitals ψ̃_n with occupations f_n. The added term must be the derivative of the Hubbard energy with respect to ρ_ij; otherwise the Hamiltonian and the total energy do not belong together.

For one spin channel, the Dudarev energy is

E(ρ) = (U/2) Tr(N(ρ) − N(ρ)²),

where N(ρ) is the occupation matrix of the correlated shell and U is the effective interaction parameter, often written U − J. The energy vanishes when every eigenvalue of N(ρ) is 0 or 1. For a single orbital with occupation n, the potential is U(1/2 − n): −U/2 when the orbital is full and +U/2 when it is empty.

## What is stated, and for which N

The map N is assumed to be complex-linear. This covers occupations obtained by contracting ρ with fixed coefficients, such as overlaps of partial waves inside the augmentation sphere. In Lean, `ι` labels the partial waves and `m` the correlated orbitals, both finite, and `N` has type `Matrix ι ι ℂ →ₗ[ℂ] Matrix m m ℂ`. Neither ρ nor the direction X need be Hermitian, and U may be complex except in the final inequality.

Write V = U(1/2 − N(ρ)), with 1/2 meaning half the identity matrix, and let e_ij be the matrix with a single 1 at position (i, j). The definitions `dudarevEnergy`, `dudarevPotential` and `dudarevD` are E, V and

D_ij = Tr(V N(e_ij)).

The theorems state that:

- for all complex t, E(ρ + tX) = E(ρ) + t Σ_ij D_ij X_ij − (t²U/2) Tr(N(X)²);
- D is the only matrix that gives the derivative at t = 0 in every direction X as Σ_ij D_ij X_ij;
- if U is real and positive and N(X) is Hermitian and nonzero, Re E(ρ + X) lies strictly below the real part of the linearised energy.

A concrete map, `pawOccupation`, labels each partial wave by a radial channel a in `κ` and an orbital p in `m`:

N(ρ)_pq = Σ_ab S_ab ρ_(a,p)(b,q).

The matrix S represents the radial overlaps of the partial waves inside the augmentation sphere; the theorem accepts any complex S. All orbitals share the same radial channels in this model, and only partial waves of the correlated shell are included; those of other angular momenta are left out. The dependence of the projectors on atomic positions, which enters the forces, is not treated.

## Expanding the energy by hand

Put n = N(ρ) and x = N(X). Linearity gives N(ρ + tX) = n + tx, so

Tr((n + tx)²) = Tr(n²) + t Tr(nx) + t Tr(xn) + t² Tr(x²).

The two cross terms are equal because the trace is cyclic, even when n and x do not commute. Therefore

E(ρ + tX) = (U/2)[Tr n + t Tr x − Tr(n²) − 2t Tr(nx) − t² Tr(x²)]

= E(ρ) + tU Tr((1/2 − n)x) − (t²U/2) Tr(x²).

The linear coefficient is Tr(Vx). Since X = Σ_ij X_ij e_ij, linearity of N gives

Tr(V N(X)) = Σ_ij X_ij Tr(V N(e_ij)) = Σ_ij D_ij X_ij.

This is the derivative at t = 0. If another matrix D′ gives the same derivatives, the choice X = e_ij yields D′_ij = D_ij.

## The radial-overlap formula and its transpose

For the concrete map, the matrix unit at position ((a,p), (b,q)) is sent to S_ab e_pq. Because Tr(V e_pq) = V_qp,

D_(a,p)(b,q) = U S_ab (δ_qp/2 − N(ρ)_qp).

The orbital indices on the right are reversed. Writing N(ρ)_pq instead is a mistake that goes unnoticed while the occupation matrix is real and symmetric, and gives a wrong potential once it has complex off-diagonal elements. A code that stores ρ with the opposite index order must transpose consistently.

## The sign of the quadratic term

If x is Hermitian, x_qp is the complex conjugate of x_pq, so

Tr(x²) = Σ_pq x_pq x_qp = Σ_pq |x_pq|².

This is positive when x ≠ 0. At t = 1 and U > 0, the energy therefore falls below its linearisation by (U/2) Σ_pq |x_pq|². The inequality concerns the Hubbard term alone, not the total energy.

The same quadratic form matters when a total energy is assembled from band energies. At self-consistency the band sum contains Σ_ij D_ij ρ_ij = Tr(V n), whereas the Hubbard energy is E(ρ), so the correction to add is E(ρ) − Tr(V n) = (U/2) Tr(n²).

## The Lean file

```lean
import Mathlib

open Matrix

namespace PAWDudarev

noncomputable section

variable {ι κ m : Type*} [Fintype ι] [DecidableEq ι] [Fintype κ] [DecidableEq κ]
  [Fintype m] [DecidableEq m]

/-- The Dudarev energy `(U/2) Tr(N(ρ) - N(ρ)²)` of a one-centre matrix `ρ`, where `N`
maps one-centre matrices to occupation matrices. -/
def dudarevEnergy (U : ℂ) (N : Matrix ι ι ℂ →ₗ[ℂ] Matrix m m ℂ) (ρ : Matrix ι ι ℂ) : ℂ :=
  U / 2 * trace (N ρ - N ρ ^ 2)

/-- The Dudarev potential `U (1/2 - N(ρ))`, as a matrix indexed by the correlated orbitals in the
same order as `N(ρ)`. -/
def dudarevPotential (U : ℂ) (N : Matrix ι ι ℂ →ₗ[ℂ] Matrix m m ℂ) (ρ : Matrix ι ι ℂ) :
    Matrix m m ℂ :=
  U • ((1 / 2 : ℂ) • (1 : Matrix m m ℂ) - N ρ)

/-- The Dudarev contribution to the PAW coefficients `D_ij`: the potential traced with the
occupation matrix of the matrix unit `e_ij`. -/
def dudarevD (U : ℂ) (N : Matrix ι ι ℂ →ₗ[ℂ] Matrix m m ℂ) (ρ : Matrix ι ι ℂ) :
    Matrix ι ι ℂ :=
  Matrix.of fun i j => trace (dudarevPotential U N ρ * N (Matrix.single i j 1))

omit [Fintype ι] [DecidableEq ι] in
/-- The Dudarev energy along a line `ρ + tX` of one-centre matrices is exactly quadratic
in `t`, with the stated linear and quadratic coefficients. -/
theorem dudarevEnergy_expansion (U : ℂ) (N : Matrix ι ι ℂ →ₗ[ℂ] Matrix m m ℂ)
    (ρ X : Matrix ι ι ℂ) (t : ℂ) :
    dudarevEnergy U N (ρ + t • X) = dudarevEnergy U N ρ
      + t * U * trace (((1 / 2 : ℂ) • (1 : Matrix m m ℂ) - N ρ) * N X)
      - t ^ 2 * U / 2 * trace (N X ^ 2) := by
  -- the two cross terms agree because the trace is cyclic
  have hc : trace (N X * N ρ) = trace (N ρ * N X) := Matrix.trace_mul_comm _ _
  unfold dudarevEnergy
  rw [map_add, map_smul]
  simp only [pow_two, add_mul, mul_add, sub_mul, Matrix.smul_mul, Matrix.mul_smul, one_mul,
    Matrix.trace_add, Matrix.trace_sub, Matrix.trace_smul, smul_eq_mul]
  rw [hc]
  ring

/-- The potential traced with the change of occupations `N(X)` equals the sum of
`D_ij X_ij` over all pairs of partial waves. -/
theorem trace_potential_eq_sum_D (U : ℂ) (N : Matrix ι ι ℂ →ₗ[ℂ] Matrix m m ℂ)
    (ρ X : Matrix ι ι ℂ) :
    trace (dudarevPotential U N ρ * N X) = ∑ i, ∑ j, dudarevD U N ρ i j * X i j := by
  -- decompose X into matrix units
  have hX : X = ∑ i, ∑ j, X i j • Matrix.single i j (1 : ℂ) := by
    refine (Matrix.matrix_eq_sum_single X).trans ?_
    refine Finset.sum_congr rfl fun i _ => Finset.sum_congr rfl fun j _ => ?_
    rw [Matrix.smul_single, smul_eq_mul, mul_one]
  conv_lhs => rw [hX]
  simp only [map_sum, map_smul, Finset.mul_sum, Matrix.trace_sum, Matrix.mul_smul,
    Matrix.trace_smul, smul_eq_mul, dudarevD, Matrix.of_apply]
  exact Finset.sum_congr rfl fun i _ => Finset.sum_congr rfl fun j _ => mul_comm _ _

/-- The exact expansion of the Dudarev energy, with its linear term written through the
PAW coefficients `D_ij`. -/
theorem dudarevEnergy_expansion_D (U : ℂ) (N : Matrix ι ι ℂ →ₗ[ℂ] Matrix m m ℂ)
    (ρ X : Matrix ι ι ℂ) (t : ℂ) :
    dudarevEnergy U N (ρ + t • X) = dudarevEnergy U N ρ
      + t * (∑ i, ∑ j, dudarevD U N ρ i j * X i j)
      - t ^ 2 * (U / 2 * trace (N X ^ 2)) := by
  rw [dudarevEnergy_expansion, ← trace_potential_eq_sum_D]
  simp only [dudarevPotential, Matrix.smul_mul, Matrix.trace_smul, smul_eq_mul]
  ring

/-- A matrix `D` gives the derivative of the Dudarev energy in every direction `X` as the
sum of `D_ij X_ij` if and only if it is the Dudarev contribution `dudarevD`. -/
theorem hasDerivAt_iff_eq_dudarevD (U : ℂ) (N : Matrix ι ι ℂ →ₗ[ℂ] Matrix m m ℂ)
    (ρ D : Matrix ι ι ℂ) :
    (∀ X : Matrix ι ι ℂ, HasDerivAt (fun t : ℂ => dudarevEnergy U N (ρ + t • X))
      (∑ i, ∑ j, D i j * X i j) 0) ↔ D = dudarevD U N ρ := by
  have key : ∀ X : Matrix ι ι ℂ, HasDerivAt (fun t : ℂ => dudarevEnergy U N (ρ + t • X))
      (∑ i, ∑ j, dudarevD U N ρ i j * X i j) 0 := by
    intro X
    simp only [dudarevEnergy_expansion_D]
    have h := (((hasDerivAt_id' (0 : ℂ)).mul_const
      (∑ i, ∑ j, dudarevD U N ρ i j * X i j)).const_add (dudarevEnergy U N ρ)).fun_sub
      (((hasDerivAt_id' (0 : ℂ)).fun_pow 2).mul_const (U / 2 * trace (N X ^ 2)))
    exact h.congr_deriv (by simp)
  constructor
  · intro h
    ext i j
    -- the direction e_ij isolates a single coefficient
    have hu := (h (Matrix.single i j 1)).unique (key (Matrix.single i j 1))
    simpa [Matrix.single_apply, ite_and] using hu
  · rintro rfl
    exact key

/-- The PAW occupation map: partial waves carry a radial channel and an orbital label, and
the radial channels are contracted with their overlap matrix `S`. -/
def pawOccupation (S : Matrix κ κ ℂ) :
    Matrix (κ × m) (κ × m) ℂ →ₗ[ℂ] Matrix m m ℂ where
  toFun ρ := Matrix.of fun p q => ∑ a, ∑ b, S a b * ρ (a, p) (b, q)
  map_add' ρ τ := by
    ext p q
    simp [mul_add, Finset.sum_add_distrib]
  map_smul' c ρ := by
    ext p q
    simp [Finset.mul_sum, mul_left_comm]

/-- For the PAW occupation map, the Dudarev contribution to `D_ij` is `U` times the radial
overlap times the transposed element of `1/2 - N(ρ)`. -/
theorem dudarevD_pawOccupation (U : ℂ) (S : Matrix κ κ ℂ)
    (ρ : Matrix (κ × m) (κ × m) ℂ) (a b : κ) (p q : m) :
    dudarevD U (pawOccupation S) ρ (a, p) (b, q)
      = U * S a b * (1 / 2 * (1 : Matrix m m ℂ) q p - pawOccupation S ρ q p) := by
  -- a matrix unit of partial waves occupies a single pair of orbitals
  have h1 : pawOccupation S (Matrix.single (a, p) (b, q) (1 : ℂ))
      = Matrix.single p q (S a b) := by
    ext p' q'
    by_cases hp : p = p' <;> by_cases hq : q = q' <;>
      simp [pawOccupation, Matrix.single_apply, hp, hq, ite_and]
  have h2 : ∀ V : Matrix m m ℂ, trace (V * Matrix.single p q (S a b)) = V q p * S a b := by
    intro V
    simp [Matrix.trace, Matrix.mul_apply, Matrix.single_apply, ite_and]
  simp only [dudarevD, Matrix.of_apply]
  rw [h1, h2]
  simp only [dudarevPotential, Matrix.smul_apply, Matrix.sub_apply, smul_eq_mul]
  ring

/-- The trace of the square of a Hermitian matrix is the sum of the squared moduli of its
elements. -/
theorem trace_sq_of_isHermitian {A : Matrix m m ℂ} (hA : A.IsHermitian) :
    trace (A ^ 2) = ((∑ i, ∑ j, ‖A i j‖ ^ 2 : ℝ) : ℂ) := by
  rw [pow_two]
  simp only [Matrix.trace, Matrix.diag_apply, Matrix.mul_apply]
  push_cast
  refine Finset.sum_congr rfl fun i _ => Finset.sum_congr rfl fun j _ => ?_
  have h := Complex.mul_conj (A i j)
  rw [Complex.normSq_eq_norm_sq] at h
  push_cast at h
  have hs : (starRingEnd ℂ) (A i j) = A j i := hA.apply j i
  rwa [hs] at h

/-- For `U > 0` and a nonzero Hermitian change of the occupation matrix, the real part of
the Dudarev energy lies strictly below that of its linearisation with `D_ij`. -/
theorem dudarevEnergy_lt_linearisation {U : ℝ} (hU : 0 < U)
    (N : Matrix ι ι ℂ →ₗ[ℂ] Matrix m m ℂ) (ρ X : Matrix ι ι ℂ)
    (hX : (N X).IsHermitian) (h0 : N X ≠ 0) :
    (dudarevEnergy U N (ρ + X)).re
      < (dudarevEnergy U N ρ + ∑ i, ∑ j, dudarevD U N ρ i j * X i j).re := by
  -- some element of N(X) is nonzero, so the quadratic term is strictly positive
  have hne : ∃ i j, N X i j ≠ 0 := by
    by_contra hcon
    apply h0
    ext i j
    by_contra hij
    exact hcon ⟨i, j, hij⟩
  obtain ⟨i, j, hij⟩ := hne
  have hpos : 0 < ∑ i, ∑ j, ‖N X i j‖ ^ 2 := by
    refine Finset.sum_pos' (fun a _ => Finset.sum_nonneg fun b _ => by positivity)
      ⟨i, Finset.mem_univ i, ?_⟩
    exact Finset.sum_pos' (fun b _ => by positivity)
      ⟨j, Finset.mem_univ j, pow_pos (norm_pos_iff.mpr hij) 2⟩
  have h : dudarevEnergy U N (ρ + X)
      = (dudarevEnergy U N ρ + ∑ i, ∑ j, dudarevD U N ρ i j * X i j)
        - ((U / 2 * ∑ i, ∑ j, ‖N X i j‖ ^ 2 : ℝ) : ℂ) := by
    have h1 := dudarevEnergy_expansion_D (U : ℂ) N ρ X 1
    rw [one_smul, one_mul, one_pow, one_mul, trace_sq_of_isHermitian hX] at h1
    rw [h1]
    push_cast
    ring
  have hq : 0 < U / 2 * ∑ i, ∑ j, ‖N X i j‖ ^ 2 := mul_pos (half_pos hU) hpos
  rw [h, Complex.sub_re, Complex.ofReal_re]
  linarith

end

end PAWDudarev
```

```lean
#print axioms PAWDudarev.hasDerivAt_iff_eq_dudarevD
#print axioms PAWDudarev.dudarevD_pawOccupation
#print axioms PAWDudarev.dudarevEnergy_lt_linearisation
```

```
'PAWDudarev.hasDerivAt_iff_eq_dudarevD' depends on axioms: [propext, Classical.choice, Quot.sound]
'PAWDudarev.dudarevD_pawOccupation' depends on axioms: [propext, Classical.choice, Quot.sound]
'PAWDudarev.dudarevEnergy_lt_linearisation' depends on axioms: [propext, Classical.choice, Quot.sound]
```

## How the proof follows the calculation

`dudarevEnergy_expansion` first records the cyclic identity as `hc`. It then applies linearity through `map_add` and `map_smul`, multiplies out the products, and collects terms with `ring`.

`trace_potential_eq_sum_D` decomposes X into matrix units and moves the sums through N and the trace. `dudarevEnergy_expansion_D` combines the two results.

In `hasDerivAt_iff_eq_dudarevD`, the auxiliary statement `key` differentiates the polynomial in t. For uniqueness, `unique` equates two derivatives of the same function in the direction e_ij, which leaves one coefficient on each side.

In `dudarevD_pawOccupation`, `h1` computes the occupation matrix of a matrix unit and `h2` evaluates its trace against V; the index reversal enters in `h2`.

`trace_sq_of_isHermitian` pairs each element with its conjugate. `dudarevEnergy_lt_linearisation` finds a nonzero element of N(X), deduces that the sum of squared moduli is positive, and sets t = 1 in the expansion. Taking real parts then gives the strict inequality.
